# For real orbitals on a line, τ_W/τ = 1 at a point means f′ = c f there with one common c

A meta-GGA functional or a local self-interaction correction can evaluate the ratio τ_W/τ of the von Weizsäcker kinetic-energy density to that of the orbitals at each grid point and treat a value of one as the sign of a one-orbital region. For finitely many real, differentiable orbitals in one dimension, the results below say what that value establishes. At a single point of positive density, it means that all orbitals share one factor c in f′ = c f. If the two kinetic-energy densities agree throughout an open interval of positive density, every orbital is a constant multiple of one common function there.

The distinction matters. The functions eˣ and 1 + x are not normalisable on the whole line, but they can stand for two orbitals near x = 0. Both have value 1 and slope 1 at x = 0, so the ratio is one at that point, although the functions are not proportional on any interval around it.

## Finitely many real orbitals

Let fᵢ be the orbitals, with i running over a finite index set. Their density r, kinetic-energy density τ and von Weizsäcker density τ_W, in atomic units, are

r = ∑ᵢ fᵢ²

τ = ½ ∑ᵢ (fᵢ′)²

τ_W = (r′)² / (8r)

and the iso-orbital indicator is here the ratio τ_W/τ. The same name is also used for α = (τ − τ_W)/τ_unif, where τ_unif is the kinetic-energy density of a uniform electron gas of the same density; in a one-orbital region α is zero, not one. In Lean the index set is the finite type `ι`, and an orbital family is a function `f : ι → ℝ → ℝ`.

```lean
import Mathlib

open Finset

namespace IsoOrbitalIndicator

noncomputable section

variable {ι : Type*} [Fintype ι]

/-- The density of a finite family of real orbitals on the line. -/
def density (f : ι → ℝ → ℝ) (x : ℝ) : ℝ := ∑ i, f i x ^ 2

/-- The positive kinetic-energy density of the orbitals, in atomic units. -/
def tau (f : ι → ℝ → ℝ) (x : ℝ) : ℝ := 1 / 2 * ∑ i, deriv (f i) x ^ 2

/-- The von Weizsäcker kinetic-energy density, built from the density alone. -/
def tauW (f : ι → ℝ → ℝ) (x : ℝ) : ℝ := deriv (density f) x ^ 2 / (8 * density f x)

/-- The iso-orbital indicator: the ratio of the von Weizsäcker to the orbital
kinetic-energy density. -/
def indicator (f : ι → ℝ → ℝ) (x : ℝ) : ℝ := tauW f x / tau f x
```

Every orbital enters with weight one; a constant occupation nᵢ can be absorbed by scaling fᵢ by √nᵢ. Neither normalisation nor orthogonality is required. An orbital may be listed twice, once for each spin, so an indicator of one does not distinguish one electron from two in the same spatial orbital.

Finiteness lets the density be differentiated term by term. An infinite family would need convergence conditions for that step. Complex orbitals and three-dimensional gradients are not covered.

## A slope for every orbital

Differentiability at x, the hypothesis `hf`, means that no orbital has a cusp there. The product rule then gives

r′ = 2 ∑ᵢ fᵢ fᵢ′.

The Lean proof writes each square as a product, applies the product rule to each term and sums the derivatives.

```lean
/-- Where every orbital is differentiable, the slope of the density is twice the sum of orbital
times orbital slope. -/
theorem hasDerivAt_density (f : ι → ℝ → ℝ) (x : ℝ)
    (hf : ∀ i, DifferentiableAt ℝ (f i) x) :
    HasDerivAt (density f) (2 * ∑ i, f i x * deriv (f i) x) x := by
  have e : density f = fun y => ∑ i, f i y * f i y := by
    funext y
    simp only [density, sq]
  have h1 : ∀ i ∈ (univ : Finset ι), HasDerivAt (fun y => f i y * f i y)
      (deriv (f i) x * f i x + f i x * deriv (f i) x) x :=
    fun i _ => (hf i).hasDerivAt.fun_mul (hf i).hasDerivAt
  rw [e]
  refine (HasDerivAt.fun_sum h1).congr_deriv ?_
  rw [mul_sum]
  exact sum_congr rfl fun i _ => by ring
```

At the cusp of e^(−|x|), the left and right slopes differ and this step is unavailable. The results can still be applied at points on either side.

## Positive density

The hypothesis `hr` says that at least one orbital is nonzero at x. It permits division by r, first in τ_W and later in the formula for c.

Write P = ∑ᵢ fᵢ fᵢ′ and T = ∑ᵢ (fᵢ′)². Since r′ = 2P,

τ − τ_W = T/2 − P²/(2r) = (rT − P²)/(2r).

For each ordered pair, define the Wronskian Wᵢⱼ = fᵢ fⱼ′ − fⱼ fᵢ′. Expanding its square and summing gives

∑ᵢ ∑ⱼ Wᵢⱼ² = ∑ᵢ ∑ⱼ [fᵢ² (fⱼ′)² + (fᵢ′)² fⱼ² − 2 (fᵢ fᵢ′)(fⱼ fⱼ′)] = 2(rT − P²).

This is Lagrange's identity, proved in Lean by the same expansion for arbitrary real families `u` and `v`.

```lean
/-- Lagrange's identity for two finite families of real numbers. -/
theorem lagrange_identity (u v : ι → ℝ) :
    ∑ i, ∑ j, (u i * v j - u j * v i) ^ 2 =
      2 * ((∑ i, u i ^ 2) * (∑ i, v i ^ 2) - (∑ i, u i * v i) ^ 2) := by
  calc ∑ i, ∑ j, (u i * v j - u j * v i) ^ 2
      = ∑ i, ∑ j, (u i ^ 2 * v j ^ 2 + v i ^ 2 * u j ^ 2
          - 2 * ((u i * v i) * (u j * v j))) :=
        sum_congr rfl fun i _ => sum_congr rfl fun j _ => by ring
    _ = _ := by
        simp only [sum_add_distrib, sum_sub_distrib, ← mul_sum, ← sum_mul]
        ring
```

Substitution gives the exact difference:

τ − τ_W = ∑ᵢ ∑ⱼ Wᵢⱼ² / (4r).

In `tau_sub_tauW`, `field_simp` clears the denominators, using the fact that r is nonzero, and `ring` finishes the algebra.

```lean
/-- At a point of positive density where every orbital is differentiable, the kinetic-energy density
exceeds the von Weizsäcker one by the sum of the squared Wronskians of all ordered orbital pairs,
divided by four times the density. -/
theorem tau_sub_tauW (f : ι → ℝ → ℝ) (x : ℝ)
    (hf : ∀ i, DifferentiableAt ℝ (f i) x) (hr : 0 < density f x) :
    tau f x - tauW f x =
      (∑ i, ∑ j, (f i x * deriv (f j) x - f j x * deriv (f i) x) ^ 2)
        / (4 * density f x) := by
  have hL := lagrange_identity (fun i => f i x) (fun i => deriv (f i) x)
  have hd : ∑ i, f i x ^ 2 = density f x := rfl
  simp only [hd] at hL
  rw [hL, tau, tauW, (hasDerivAt_density f x hf).deriv]
  have hne := hr.ne'
  generalize density f x = r at hne ⊢
  field_simp
  ring
```

The right-hand side is nonnegative, so the bound τ_W ≤ τ follows at once, although the file states the identity and not the bound as a theorem.

If τ_W = τ, the sum of squares vanishes, and so does every Wᵢⱼ. Hence fᵢ fⱼ′ = fⱼ fᵢ′. Multiplying by fⱼ and summing over j gives

fᵢ P = r fᵢ′, so fᵢ′ = c fᵢ with c = P/r = r′/(2r).

Conversely, if fᵢ′ = c fᵢ for every i, then

Wᵢⱼ = fᵢ c fⱼ − fⱼ c fᵢ = 0,

and the two kinetic-energy densities agree.

The Lean equivalence follows these two directions. `sum_eq_zero_iff_of_nonneg` is applied once to each sum to isolate a single squared Wronskian, and `linear_combination` carries out the multiplication by fⱼ inside the sum over j.

```lean
/-- At a point of positive density where every orbital is differentiable, the von Weizsäcker and
orbital kinetic-energy densities agree exactly when all orbitals satisfy `f' = c f` there with one
common number `c`. -/
theorem tauW_eq_tau_iff (f : ι → ℝ → ℝ) (x : ℝ)
    (hf : ∀ i, DifferentiableAt ℝ (f i) x) (hr : 0 < density f x) :
    tauW f x = tau f x ↔ ∃ c : ℝ, ∀ i, deriv (f i) x = c * f i x := by
  have hdef := tau_sub_tauW f x hf hr
  constructor
  · intro h
    rw [h, sub_self, eq_comm, div_eq_zero_iff] at hdef
    have h0 := hdef.resolve_right (by positivity)
    -- a vanishing sum of squares makes every pair Wronskian vanish
    have hW : ∀ i j, f i x * deriv (f j) x - f j x * deriv (f i) x = 0 := by
      intro i j
      have h1 := (sum_eq_zero_iff_of_nonneg
        (fun i _ => sum_nonneg fun j _ => sq_nonneg _)).1 h0 i (mem_univ i)
      have h2 := (sum_eq_zero_iff_of_nonneg (fun j _ => sq_nonneg _)).1 h1 j (mem_univ j)
      exact pow_eq_zero_iff (two_ne_zero) |>.1 h2
    -- the common factor is half the logarithmic slope of the density
    refine ⟨(∑ j, f j x * deriv (f j) x) / density f x, fun i => ?_⟩
    rw [div_mul_eq_mul_div, eq_div_iff hr.ne', density, mul_sum, sum_mul]
    exact sum_congr rfl fun j _ => by linear_combination (-f j x) * hW i j
  · rintro ⟨c, hc⟩
    have h0 : ∑ i, ∑ j, (f i x * deriv (f j) x - f j x * deriv (f i) x) ^ 2 = 0 :=
      sum_eq_zero fun i _ => sum_eq_zero fun j _ => by rw [hc i, hc j]; ring
    rw [h0, zero_div] at hdef
    linarith
```

Without positive density, all orbitals vanish at x and τ_W has the form 0/0. This happens at every node of a single orbital, even though τ_W = τ at nearby points where the orbital is nonzero and differentiable.

## Positive kinetic-energy density

Equality of τ_W and τ becomes a statement about their ratio only when τ is positive. This is the hypothesis `ht`: at least one orbital has a nonzero slope at x. By hand one divides τ_W = τ by τ; in Lean, `div_eq_one_iff_eq` does the same.

```lean
/-- Where every orbital is differentiable and the density and the kinetic-energy density are
positive, the iso-orbital indicator is one exactly when all orbitals satisfy `f' = c f` with one
common number `c`. -/
theorem indicator_eq_one_iff (f : ι → ℝ → ℝ) (x : ℝ)
    (hf : ∀ i, DifferentiableAt ℝ (f i) x) (hr : 0 < density f x) (ht : 0 < tau f x) :
    indicator f x = 1 ↔ ∃ c : ℝ, ∀ i, deriv (f i) x = c * f i x := by
  rw [indicator, div_eq_one_iff_eq ht.ne', tauW_eq_tau_iff f x hf hr]
```

At the maximum of a single Gaussian the slope is zero, so τ_W = τ = 0 and the common factor is c = 0. The previous theorem still applies, but the ratio is undefined in ordinary mathematics, and Lean's value for it is 0, not 1.

## An unbroken interval

The last equivalence assumes differentiability and positive density at every point of an open interval (a, b). Physically, this is a connected region without cusps and without a point where all orbitals vanish together.

Let s = √r, and suppose that τ_W = τ throughout the interval. At each point there is a c, which may vary with x, such that fᵢ′ = c fᵢ for all i. Then P = c r, and

s′ = r′/(2s) = P/s = c s.

The quotient rule gives

(fᵢ/s)′ = (fᵢ′ s − fᵢ s′)/s² = (c fᵢ s − fᵢ c s)/s² = 0.

Because the interval is connected, fᵢ/s is a constant kᵢ, and fᵢ = kᵢ√r.

For the converse, suppose that fᵢ = kᵢ s throughout the interval. Differentiating gives

fᵢ′ = kᵢ s′ = (s′/s) fᵢ.

The factor s′/s is common to all orbitals, so the pointwise equivalence gives τ_W = τ.

In Lean, `hq` records the zero derivative of each quotient, and `is_const_of_deriv_eq_zero` turns it into constancy, with `isPreconnected_Ioo` supplying the connectedness. The constant is the quotient's value at a chosen point `x₀`; an empty interval is handled separately. In the converse, `hev` records that fᵢ = kᵢ s holds in a neighbourhood of x, which is needed before the two sides can be differentiated there.

```lean
/-- On an open interval of positive density where every orbital is differentiable, the two
kinetic-energy densities agree everywhere exactly when every orbital is a constant multiple of the
square root of the density. -/
theorem tauW_eq_tau_on_interval_iff (f : ι → ℝ → ℝ) (a b : ℝ)
    (hf : ∀ x ∈ Set.Ioo a b, ∀ i, DifferentiableAt ℝ (f i) x)
    (hr : ∀ x ∈ Set.Ioo a b, 0 < density f x) :
    (∀ x ∈ Set.Ioo a b, tauW f x = tau f x) ↔
      ∃ k : ι → ℝ, ∀ i, ∀ x ∈ Set.Ioo a b, f i x = k i * √(density f x) := by
  have hs0 : ∀ x ∈ Set.Ioo a b, √(density f x) ≠ 0 :=
    fun x hx => (Real.sqrt_pos.2 (hr x hx)).ne'
  constructor
  · intro h
    -- each quotient of an orbital by the root of the density has zero slope
    have hq : ∀ i, ∀ x ∈ Set.Ioo a b,
        HasDerivAt (fun y => f i y / √(density f y)) 0 x := by
      intro i x hx
      obtain ⟨c, hc⟩ := (tauW_eq_tau_iff f x (hf x hx) (hr x hx)).1 (h x hx)
      have hP : ∑ j, f j x * deriv (f j) x = c * density f x := by
        rw [density, mul_sum]
        exact sum_congr rfl fun j _ => by rw [hc j]; ring
      have hs := (hasDerivAt_density f x (hf x hx)).sqrt (hr x hx).ne'
      have hD : 2 * (∑ j, f j x * deriv (f j) x) / (2 * √(density f x))
          = c * √(density f x) := by
        rw [hP, div_eq_iff (mul_ne_zero two_ne_zero (hs0 x hx))]
        linear_combination (-2 * c) * Real.mul_self_sqrt (hr x hx).le
      rw [hD] at hs
      refine ((hf x hx i).hasDerivAt.fun_div hs (hs0 x hx)).congr_deriv ?_
      rw [hc i]
      ring
    rcases (Set.Ioo a b).eq_empty_or_nonempty with he | ⟨x₀, hx₀⟩
    · exact ⟨fun _ => 0, fun i x hx => by simp [he] at hx⟩
    · refine ⟨fun i => f i x₀ / √(density f x₀), fun i x hx => ?_⟩
      have hconst := isOpen_Ioo.is_const_of_deriv_eq_zero isPreconnected_Ioo
        (fun y hy => (hq i y hy).differentiableAt.differentiableWithinAt)
        (fun y hy => (hq i y hy).deriv) hx hx₀
      exact (div_eq_iff (hs0 x hx)).1 hconst
  · rintro ⟨k, hk⟩ x hx
    rw [tauW_eq_tau_iff f x (hf x hx) (hr x hx)]
    obtain ⟨D, hD⟩ : ∃ D, HasDerivAt (fun y => √(density f y)) D x :=
      ⟨_, (hasDerivAt_density f x (hf x hx)).sqrt (hr x hx).ne'⟩
    -- all orbitals inherit the logarithmic slope of the root of the density
    refine ⟨D / √(density f x), fun i => ?_⟩
    have hev : f i =ᶠ[nhds x] fun y => k i * √(density f y) :=
      Filter.eventually_of_mem (Ioo_mem_nhds hx.1 hx.2) (fun y hy => hk i y hy)
    rw [((hD.const_mul (k i)).congr_of_eventuallyEq hev).deriv, hk i x hx,
      div_mul_eq_mul_div, eq_div_iff (hs0 x hx)]
    ring
```

A gap or a node can change the constants. For a single orbital that equals x near its node at 0, √r = |x| there, so the constant is −1 to the left of the node and +1 to the right. Likewise, if two orbitals occupy separate regions with zero density between them, each region can have τ_W = τ although the orbitals are not proportional overall.

## Uniform density from two orbitals

The functions cos x and sin x are not normalisable on the whole line, but up to a constant factor they can describe two orbitals on a ring of length 2π. The pair satisfies the regularity and positivity hypotheses everywhere but has no common c at any point. Its density is

r = cos² x + sin² x = 1,

so r′ = 0 and τ_W = 0, while

τ = ½(sin² x + cos² x) = ½.

The indicator is therefore zero at every point. The Wronskian of the ordered pair (cos, sin) is 1 and that of the reversed pair is −1, so the difference formula gives (1 + 1)/4 = ½, as it should. In Lean, `hd` first shows that the density is the constant function 1, and simplification then gives the remaining values.

```lean
/-- The orbital pair cosine and sine has density one, kinetic-energy density one half and
iso-orbital indicator zero at every point. -/
theorem indicator_cos_sin (x : ℝ) :
    density ![Real.cos, Real.sin] x = 1 ∧ tau ![Real.cos, Real.sin] x = 1 / 2 ∧
      indicator ![Real.cos, Real.sin] x = 0 := by
  have hd : density ![Real.cos, Real.sin] = fun _ => (1 : ℝ) := by
    funext y
    simp [density, Fin.sum_univ_two]
  refine ⟨by rw [hd], ?_, ?_⟩
  · simp [tau, Fin.sum_univ_two]
  · simp [indicator, tauW, hd]

end

end IsoOrbitalIndicator
```

```lean
#print axioms IsoOrbitalIndicator.indicator_eq_one_iff
-- 'IsoOrbitalIndicator.indicator_eq_one_iff' depends on axioms: [propext, Classical.choice, Quot.sound]
#print axioms IsoOrbitalIndicator.tauW_eq_tau_on_interval_iff
-- 'IsoOrbitalIndicator.tauW_eq_tau_on_interval_iff' depends on axioms: [propext, Classical.choice, Quot.sound]
#print axioms IsoOrbitalIndicator.indicator_cos_sin
-- 'IsoOrbitalIndicator.indicator_cos_sin' depends on axioms: [propext, Classical.choice, Quot.sound]
```
